# Two-sided bounds on the mean log-cosine of a small phase built from independent signs

Take two independent random signs with the same real coupling $c$ and a time step $dt$: the phase of the step is $0$ in two of the four configurations and $\pm 2c\sqrt{dt}$ in the other two, so its mean square is $2c^2dt$, one share of $c^2dt$ per sign. The file below proves this additivity for $N$ signs and shows that, as long as no phase can exceed one radian, the mean logarithm of the cosine is minus half the mean square, with a correction of second order in it.

In Lean 4 with Mathlib:

```lean
import Mathlib

open Finset

namespace PhaselessStepPhase

noncomputable section

/-- Average over all configurations of `N` independent, uniform two-valued fields. -/
def mean {N : ℕ} (f : (Fin N → Bool) → ℝ) : ℝ := (∑ σ, f σ) / 2 ^ N

/-- The value `+1` or `-1` of a two-valued auxiliary field. -/
def fieldSign (b : Bool) : ℝ := if b then 1 else -1

/-- The sum of the field values, each weighted with its coupling. -/
def fieldSum {N : ℕ} (c : Fin N → ℝ) (σ : Fin N → Bool) : ℝ :=
  ∑ i, c i * fieldSign (σ i)

/-- The phase collected in one time step `dt`: the root of `dt` times the weighted field sum. -/
def phase {N : ℕ} (c : Fin N → ℝ) (dt : ℝ) (σ : Fin N → Bool) : ℝ :=
  √dt * fieldSum c σ

/-- The time step times the sum of the squared couplings. -/
def phaseVariance {N : ℕ} (c : Fin N → ℝ) (dt : ℝ) : ℝ := dt * ∑ i, c i ^ 2

/-- The average of a linear combination plus a constant is taken term by term. -/
theorem mean_linear {N : ℕ} (a b d : ℝ) (f g : (Fin N → Bool) → ℝ) :
    mean (fun σ => a * f σ + b * g σ + d) = a * mean f + b * mean g + d := by
  have h : (∑ _σ : Fin N → Bool, d) = 2 ^ N * d := by simp
  unfold mean
  rw [sum_add_distrib, sum_add_distrib, ← mul_sum, ← mul_sum, h]
  field_simp

/-- The average preserves pointwise inequalities. -/
theorem mean_mono {N : ℕ} {f g : (Fin N → Bool) → ℝ} (h : ∀ σ, f σ ≤ g σ) :
    mean f ≤ mean g :=
  div_le_div_of_nonneg_right (sum_le_sum fun σ _ => h σ) (by positivity)

/-- Averaging over the first field leaves an average over the remaining ones. -/
theorem mean_fieldSum_succ {N : ℕ} (g : ℝ → ℝ) (c : Fin (N + 1) → ℝ) :
    mean (fun σ => g (fieldSum c σ)) =
      mean (fun τ : Fin N → Bool => (g (c 0 + fieldSum (fun i => c i.succ) τ)
        + g (-c 0 + fieldSum (fun i => c i.succ) τ)) / 2) := by
  have h : ∑ σ, g (fieldSum c σ) =
      ∑ τ : Fin N → Bool, (g (c 0 + fieldSum (fun i => c i.succ) τ)
        + g (-c 0 + fieldSum (fun i => c i.succ) τ)) := by
    calc ∑ σ, g (fieldSum c σ)
        = ∑ p : Bool × (Fin N → Bool),
            g (fieldSum c (Fin.cons (α := fun _ => Bool) p.1 p.2)) :=
          ((Fin.consEquiv (fun _ : Fin (N + 1) => Bool)).sum_comp
            (fun σ => g (fieldSum c σ))).symm
      _ = _ := by
          rw [Fintype.sum_prod_type, Fintype.sum_bool, ← sum_add_distrib]
          simp [fieldSum, fieldSign, Fin.sum_univ_succ]
  unfold mean
  rw [h, ← sum_div, pow_succ]
  field_simp

/-- The second moment of the weighted field sum is the sum of the squared couplings. -/
theorem mean_fieldSum_sq {N : ℕ} (c : Fin N → ℝ) :
    mean (fun σ => fieldSum c σ ^ 2) = ∑ i, c i ^ 2 := by
  induction N with
  | zero => simp [mean, fieldSum]
  | succ n ih =>
    calc mean (fun σ => fieldSum c σ ^ 2)
        = mean (fun τ => 1 * fieldSum (fun i => c i.succ) τ ^ 2
            + 0 * fieldSum (fun i => c i.succ) τ ^ 2 + c 0 ^ 2) := by
          refine (mean_fieldSum_succ (fun x => x ^ 2) c).trans ?_
          congr 1
          funext τ
          ring
      _ = ∑ i, c i ^ 2 := by
          rw [mean_linear, ih, Fin.sum_univ_succ]
          ring

/-- The fourth moment of the weighted field sum is the Gaussian value, three times the squared
second moment, less twice the sum of the fourth powers of the couplings. -/
theorem mean_fieldSum_fourth {N : ℕ} (c : Fin N → ℝ) :
    mean (fun σ => fieldSum c σ ^ 4) = 3 * (∑ i, c i ^ 2) ^ 2 - 2 * ∑ i, c i ^ 4 := by
  induction N with
  | zero => simp [mean, fieldSum]
  | succ n ih =>
    calc mean (fun σ => fieldSum c σ ^ 4)
        = mean (fun τ => 1 * fieldSum (fun i => c i.succ) τ ^ 4
            + (6 * c 0 ^ 2) * fieldSum (fun i => c i.succ) τ ^ 2 + c 0 ^ 4) := by
          refine (mean_fieldSum_succ (fun x => x ^ 4) c).trans ?_
          congr 1
          funext τ
          ring
      _ = _ := by
          rw [mean_linear, ih, mean_fieldSum_sq]
          simp only [Fin.sum_univ_succ]
          ring

/-- For a non-negative time step the mean squared phase is `phaseVariance`, and the mean fourth
power lies between one and three times its square. -/
theorem phase_moments {N : ℕ} (c : Fin N → ℝ) {dt : ℝ} (hdt : 0 ≤ dt) :
    mean (fun σ => phase c dt σ ^ 2) = phaseVariance c dt ∧
    phaseVariance c dt ^ 2 ≤ mean (fun σ => phase c dt σ ^ 4) ∧
    mean (fun σ => phase c dt σ ^ 4) ≤ 3 * phaseVariance c dt ^ 2 := by
  have h2 : (fun σ => phase c dt σ ^ 2) =
      fun σ => dt * fieldSum c σ ^ 2 + 0 * fieldSum c σ ^ 2 + 0 := by
    funext σ
    rw [phase, mul_pow, Real.sq_sqrt hdt]
    ring
  have hr : √dt ^ 4 = dt ^ 2 := by
    rw [show √dt ^ 4 = (√dt ^ 2) ^ 2 by ring, Real.sq_sqrt hdt]
  have h4 : (fun σ => phase c dt σ ^ 4) =
      fun σ => dt ^ 2 * fieldSum c σ ^ 4 + 0 * fieldSum c σ ^ 4 + 0 := by
    funext σ
    rw [phase, mul_pow, hr]
    ring
  -- the fourth powers of the couplings sum to at most the squared sum of squares
  have hQ : ∀ i, c i ^ 2 ≤ ∑ j, c j ^ 2 := fun i =>
    single_le_sum (f := fun j => c j ^ 2) (fun j _ => sq_nonneg (c j)) (mem_univ i)
  have hle : ∑ i, c i ^ 4 ≤ (∑ i, c i ^ 2) ^ 2 := by
    calc ∑ i, c i ^ 4 ≤ ∑ i, c i ^ 2 * (∑ j, c j ^ 2) := sum_le_sum fun i _ => by
          nlinarith [mul_le_mul_of_nonneg_left (hQ i) (sq_nonneg (c i))]
      _ = (∑ i, c i ^ 2) ^ 2 := by
          rw [← sum_mul]
          ring
  have h0 : 0 ≤ ∑ i, c i ^ 4 := sum_nonneg fun i _ => by positivity
  have hA := mul_le_mul_of_nonneg_left hle (sq_nonneg dt)
  have hB := mul_nonneg (sq_nonneg dt) h0
  rw [h2, h4, mean_linear, mean_linear, mean_fieldSum_sq, mean_fieldSum_fourth, phaseVariance]
  refine ⟨by ring, by nlinarith, by nlinarith⟩

/-- For a phase of modulus at most one, the logarithm of its cosine is minus half its square,
less a correction between 1/24 and 1/4 of its fourth power. -/
theorem log_cos_bounds {x : ℝ} (hx : |x| ≤ 1) :
    -x ^ 2 / 2 - x ^ 4 / 4 ≤ Real.log (Real.cos x) ∧
    Real.log (Real.cos x) ≤ -x ^ 2 / 2 - x ^ 4 / 24 := by
  have hz0 : 0 ≤ x ^ 2 := sq_nonneg x
  have hz : x ^ 2 ≤ 1 := by nlinarith [abs_nonneg x, sq_abs x]
  have hlow : 1 - x ^ 2 / 2 ≤ Real.cos x := Real.one_sub_sq_div_two_le_cos
  have hcos : 0 < Real.cos x := by linarith
  constructor
  · -- compare the cosine with the inverse of a quadratic lower bound of the exponential
    have ht : 0 ≤ x ^ 2 / 2 + x ^ 4 / 4 := by positivity
    have hp : 0 ≤ (x ^ 2) ^ 2 * (8 - 4 * x ^ 2 - 2 * (x ^ 2) ^ 2 - (x ^ 2) ^ 3) :=
      mul_nonneg (sq_nonneg _) (by
        linarith [pow_le_one₀ (n := 2) hz0 hz, pow_le_one₀ (n := 3) hz0 hz])
    have hprod : 1 ≤ Real.cos x * Real.exp (x ^ 2 / 2 + x ^ 4 / 4) :=
      le_trans (by nlinarith [hp])
        (mul_le_mul hlow (Real.quadratic_le_exp_of_nonneg ht) (by positivity) hcos.le)
    rw [Real.le_log_iff_exp_le hcos,
      show -x ^ 2 / 2 - x ^ 4 / 4 = -(x ^ 2 / 2 + x ^ 4 / 4) by ring,
      Real.exp_neg, ← one_div, div_le_iff₀ (Real.exp_pos _)]
    exact hprod
  · -- two terms of the logarithmic series suffice
    have hb := (abs_le.1 (Real.cos_bound hx)).2
    have habs : |x| ^ 4 = x ^ 4 := by
      rw [show |x| ^ 4 = (|x| ^ 2) ^ 2 by ring, sq_abs]
      ring
    rw [habs] at hb
    have h40 : 0 ≤ x ^ 4 := by positivity
    have h80 : 0 ≤ x ^ 8 := by positivity
    have h42 : x ^ 4 ≤ x ^ 2 := by nlinarith [mul_nonneg hz0 (sub_nonneg.2 hz)]
    have h64 : x ^ 6 ≤ x ^ 4 := by nlinarith [mul_nonneg h40 (sub_nonneg.2 hz)]
    obtain ⟨u, hu⟩ : ∃ u, u = x ^ 2 / 2 - 5 * x ^ 4 / 96 := ⟨_, rfl⟩
    have hu0 : 0 ≤ u := by linarith
    have hs := Real.hasSum_pow_div_log_of_abs_lt_one (x := u)
      (abs_lt.2 ⟨by linarith, by linarith⟩)
    have h2 : u + u ^ 2 / 2 ≤ -Real.log (1 - u) := by
      have h := sum_le_hasSum (range 2)
        (fun i _ => div_nonneg (pow_nonneg hu0 _) (by positivity)) hs
      norm_num [sum_range_succ] at h
      linarith
    have hlog : Real.log (Real.cos x) ≤ Real.log (1 - u) :=
      Real.log_le_log hcos (by linarith)
    have husq : u ^ 2 = x ^ 4 / 4 - 5 * x ^ 6 / 96 + 25 * x ^ 8 / 9216 := by
      rw [hu]
      ring
    linarith

/-- If the time step is non-negative and its root times the summed moduli of the couplings is at
most one, the mean logarithm of the cosine of the phase is minus half of `phaseVariance`, less a
correction between 1/24 and 3/4 of its square. -/
theorem mean_log_cos_phase {N : ℕ} (c : Fin N → ℝ) {dt : ℝ} (hdt : 0 ≤ dt)
    (h : √dt * ∑ i, |c i| ≤ 1) :
    -phaseVariance c dt / 2 - 3 * phaseVariance c dt ^ 2 / 4
      ≤ mean (fun σ => Real.log (Real.cos (phase c dt σ))) ∧
    mean (fun σ => Real.log (Real.cos (phase c dt σ)))
      ≤ -phaseVariance c dt / 2 - phaseVariance c dt ^ 2 / 24 := by
  -- no configuration has a phase beyond one
  have hθ : ∀ σ, |phase c dt σ| ≤ 1 := by
    intro σ
    refine le_trans ?_ h
    rw [phase, fieldSum, abs_mul, abs_of_nonneg (Real.sqrt_nonneg dt)]
    refine mul_le_mul_of_nonneg_left
      ((abs_sum_le_sum_abs _ _).trans (sum_le_sum fun i _ => ?_)) (Real.sqrt_nonneg dt)
    rw [abs_mul]
    cases σ i <;> simp [fieldSign]
  obtain ⟨m2, m4l, m4u⟩ := phase_moments c hdt
  -- average the pointwise bounds
  have lo : mean (fun σ => (-1 / 4) * phase c dt σ ^ 4 + (-1 / 2) * phase c dt σ ^ 2 + 0)
      ≤ mean (fun σ => Real.log (Real.cos (phase c dt σ))) :=
    mean_mono fun σ => by linarith [(log_cos_bounds (hθ σ)).1]
  have hi : mean (fun σ => Real.log (Real.cos (phase c dt σ)))
      ≤ mean (fun σ => (-1 / 24) * phase c dt σ ^ 4 + (-1 / 2) * phase c dt σ ^ 2 + 0) :=
    mean_mono fun σ => by linarith [(log_cos_bounds (hθ σ)).2]
  rw [mean_linear, m2] at lo hi
  constructor <;> linarith

/-- For `N ≥ 1` fields of equal non-zero coupling `c` and a positive time step with
`N |c| √dt ≤ 1`, the mean of `-log cos` of the phase, divided by `N c² dt / 2`, exceeds one by an
amount between 1/12 and 3/2 of `N c² dt`. -/
theorem relative_correction {N : ℕ} {c dt : ℝ} (hN : 0 < N) (hc : c ≠ 0) (hdt : 0 < dt)
    (h : N * |c| * √dt ≤ 1) :
    1 + N * c ^ 2 * dt / 12 ≤
      -mean (fun σ => Real.log (Real.cos (phase (fun _ : Fin N => c) dt σ)))
        / (N * c ^ 2 * dt / 2) ∧
    -mean (fun σ => Real.log (Real.cos (phase (fun _ : Fin N => c) dt σ)))
        / (N * c ^ 2 * dt / 2) ≤ 1 + 3 * (N * c ^ 2 * dt) / 2 := by
  have hN' : (0 : ℝ) < N := by exact_mod_cast hN
  have hs : phaseVariance (fun _ : Fin N => c) dt = N * c ^ 2 * dt := by
    simp only [phaseVariance, sum_const, card_univ, Fintype.card_fin, nsmul_eq_mul]
    ring
  have h' : √dt * ∑ _i : Fin N, |c| ≤ 1 := by
    simp only [sum_const, card_univ, Fintype.card_fin, nsmul_eq_mul]
    linarith
  obtain ⟨lo, hi⟩ := mean_log_cos_phase (fun _ : Fin N => c) hdt.le h'
  have hpos : 0 < (N : ℝ) * c ^ 2 * dt / 2 := by positivity
  rw [hs] at lo hi
  constructor
  · rw [le_div_iff₀ hpos]
    linarith
  · rw [div_le_iff₀ hpos]
    linarith

end

end PhaselessStepPhase
```

```lean
#print axioms PhaselessStepPhase.mean_log_cos_phase
-- 'PhaselessStepPhase.mean_log_cos_phase' depends on axioms: [propext, Classical.choice, Quot.sound]
#print axioms PhaselessStepPhase.relative_correction
-- 'PhaselessStepPhase.relative_correction' depends on axioms: [propext, Classical.choice, Quot.sound]
```

## Bounds in terms of the phase variance

Let $x_i=\pm1$ be the signs and $c_i$ their real couplings, with $i=0,\dots,N-1$. The step phase and its variance are

$$\theta=\sqrt{dt}\,\sum_i c_i x_i,\qquad s=dt\sum_i c_i^2 .$$

In the file, a configuration is a function `σ : Fin N → Bool`, `fieldSign` turns each Boolean value into $\pm1$, and `mean` is the plain average over all $2^N$ configurations. This uniform average is what makes the signs independent and unbiased. The phase $\theta$ is `phase c dt σ`, and $s$ is `phaseVariance c dt`.

For $dt\ge0$, `phase_moments` states that $\overline{\theta^2}=s$ and $s^2\le\overline{\theta^4}\le3s^2$, where the bar denotes `mean`. If in addition $\sqrt{dt}\sum_i|c_i|\le1$, `mean_log_cos_phase` gives

$$-\frac s2-\frac{3s^2}4\;\le\;\overline{\log\cos\theta}\;\le\;-\frac s2-\frac{s^2}{24}.$$

For equal couplings $s=Nc^2dt$, and `relative_correction` divides the mean loss by its leading term:

$$1+\frac{s}{12}\;\le\;\frac{-\overline{\log\cos\theta}}{s/2}\;\le\;1+\frac{3s}{2}.$$

Its extra hypotheses $N>0$, $c\ne0$ and $dt>0$ make the denominator positive. At fixed $c$ the relative correction is thus bounded on both sides by multiples of $N\,dt$.

## The cosine factor in phaseless AFQMC

Phaseless auxiliary-field Monte Carlo multiplies a walker's weight by $\max(0,\cos\theta)$, where $\theta$ is the phase that the overlap with the trial state picks up in a step. Here every $|\theta|\le1$, so the cosine is positive and $\overline{\log\cos\theta}$ is the mean change of the log-weight due to this factor. In this model, where the phase is linear in two-valued fields with fixed real couplings, the loss per unit imaginary time is $\tfrac12\sum_i c_i^2$ to leading order, which grows in proportion to the number of fields if the couplings keep their size as fields are added.

In an actual simulation the couplings depend on the walker, the fields are usually sampled with a force bias, the phase has terms of higher order in $\sqrt{dt}$, and the fields are often Gaussian. The theorems treat a single step and say nothing about the bias of the computed energy.

The condition $\sqrt{dt}\sum_i|c_i|\le1$ limits the worst configuration, in which all contributions add up. For equal couplings it reads $N|c|\sqrt{dt}\le1$, so at fixed $c$ the largest time step covered by the theorems shrinks as $1/N^2$, and $s\le1/N$. This is a condition for the proven bounds, not a rule for choosing the time step of a simulation.

The bounds do need some such limit. Take one field with $|c|\sqrt{dt}=1.57$, just below $\pi/2$. Then $s\approx2.46$ and the lower bound would be about $-5.79$, but $\log\cos1.57\approx-7.14$. Replacing the bound $1$ by $1.57$ therefore makes the lower estimate false, although every cosine is still positive.

## Moments by averaging over one sign at a time

Write $S=\sum_i c_ix_i=c_0x_0+T$, where $T$ contains the remaining signs. Averaging over $x_0$ first gives, for any function $g$,

$$\overline{g(S)}=\overline{\tfrac12\left[g(c_0+T)+g(-c_0+T)\right]} .$$

This is `mean_fieldSum_succ`; it uses `Fin.consEquiv` to split a configuration into its first value and the rest. Odd powers of $c_0$ cancel, so

$$\overline{S^2}=\overline{T^2}+c_0^2,\qquad \overline{S^4}=\overline{T^4}+6c_0^2\,\overline{T^2}+c_0^4 .$$

For $N=0$ both moments vanish. Induction on $N$ then yields `mean_fieldSum_sq` and `mean_fieldSum_fourth`:

$$\overline{S^2}=\sum_i c_i^2,\qquad \overline{S^4}=3\Big(\sum_i c_i^2\Big)^2-2\sum_i c_i^4 .$$

For the fourth moment, put $A=\sum_{i\ge1}c_i^2$ and $B=\sum_{i\ge1}c_i^4$. The induction step is the identity

$$3A^2-2B+6c_0^2A+c_0^4=3(A+c_0^2)^2-2(B+c_0^4),$$

which `ring` verifies. Each $c_i^2$ is at most $\sum_jc_j^2$, hence $0\le\sum_i c_i^4\le(\sum_i c_i^2)^2$. Multiplying the moments by $dt$ and $dt^2$ gives `phase_moments`.

## Bounding the logarithm at each phase

The lemma `log_cos_bounds` treats a single number $x$ with $|x|\le1$. For the lower bound put $z=x^2$ and $t=z/2+z^2/4$. Since $\cos x\ge1-z/2$ and $e^t\ge1+t+t^2/2$,

$$e^t\cos x\;\ge\;\Big(1-\frac z2\Big)\Big(1+t+\frac{t^2}2\Big)=1+\frac{z^2}{64}\,(8-4z-2z^2-z^3)\;\ge\;1,$$

because the bracket is at least $1$ for $0\le z\le1$. Taking logarithms gives $\log\cos x\ge-x^2/2-x^4/4$.

For the upper bound, `Real.cos_bound` supplies $\cos x\le1-u$ with $u=x^2/2-5x^4/96$, and $0\le u<1$. All terms of the series $-\log(1-u)=u+u^2/2+\dots$ are non-negative, so two of them suffice. With $x^8\ge0$ and $x^6\le x^4$,

$$-\log\cos x\;\ge\; u+\frac{u^2}2\;\ge\;\frac{x^2}2+\Big(\frac18-\frac5{96}-\frac5{192}\Big)x^4=\frac{x^2}2+\frac{3x^4}{64}\;\ge\;\frac{x^2}2+\frac{x^4}{24}.$$

In `mean_log_cos_phase`, the triangle inequality first shows $|\theta|\le1$ in every configuration. Then `mean_mono` averages the pointwise bounds and `mean_linear` splits the averaged polynomials:

$$-\frac{\overline{\theta^2}}2-\frac{\overline{\theta^4}}4\;\le\;\overline{\log\cos\theta}\;\le\;-\frac{\overline{\theta^2}}2-\frac{\overline{\theta^4}}{24}.$$

Inserting $\overline{\theta^4}\le3s^2$ on the left and $\overline{\theta^4}\ge s^2$ on the right gives the stated result. For equal couplings, `relative_correction` substitutes $s=Nc^2dt$ and divides by $s/2$.
